# Compressing a layer of common profile by $s$ multiplies its iso-orbital indicator by $s^{-2/3}$ at corresponding points

The density, the kinetic energy density and the indicator are defined here for any finite family of real functions of three Cartesian coordinates, and the compressed layer is then one such family. Its density is therefore computed from its orbitals, not postulated. For a scale factor $s>0$ the orbitals are

$$\psi_i(x,y,z)=\sqrt s\,f(sz)\,g_i(x,y),$$

with a differentiable profile $f$ and finitely many differentiable in-plane parts $g_i$. The factor $\sqrt s$ keeps the norm fixed as $s$ changes. The common profile stands for a confinement in which only the lowest subband is occupied; with several profiles, a normal contribution of order $s^3$ would in general survive in the excess defined below.

## Cancellation of the normal kinetic energy

In atomic units, with singly occupied orbitals, let

$$n=\sum_i\psi_i^2,\qquad \tau=\tfrac12\sum_i|\nabla\psi_i|^2,\qquad D=\tau-\frac{|\nabla n|^2}{8n},\qquad \alpha=\frac{D}{n^{5/3}}.$$

Here $D$ is the Pauli excess and $\alpha$ is the iso-orbital indicator without its constant prefactor. For a single orbital $D=0$ wherever $n>0$. The claim is that, if the uncompressed density is positive at $(x,y,u)$, then the compressed density is positive at $(x,y,u/s)$ and

$$\alpha_s(x,y,u/s)=s^{-2/3}\,\alpha_1(x,y,u).$$

Write $G=\sum_i g_i^2$, let $\nabla$ acting on $g_i$ or $G$ be the in-plane gradient, and evaluate $f$ and $f'$ at $sz$. Then $n=sf^2G$. Since $\partial_z\psi_i=s^{3/2}f'g_i$,

$$\tau=\tfrac12 sf^2\sum_i|\nabla g_i|^2+\tfrac12 s^3f'^2G.$$

The density has in-plane gradient $sf^2\nabla G$ and normal derivative $2s^2ff'G$, so

$$\frac{|\nabla n|^2}{8n}=sf^2\frac{|\nabla G|^2}{8G}+\frac{4s^4f^2f'^2G^2}{8sf^2G}
=sf^2\frac{|\nabla G|^2}{8G}+\tfrac12 s^3f'^2G.$$

The normal terms cancel. With $\nabla G=2\sum_i g_i\nabla g_i$ this leaves

$$D=sf^2E,\qquad E=\tfrac12\sum_i|\nabla g_i|^2-\frac{\left|\sum_i g_i\nabla g_i\right|^2}{2G}.$$

At $z=u/s$ the profile is evaluated at $u$, whatever the value of $s$. Hence $n_s=s\,n_1$ and $D_s=s\,D_1$ at corresponding points, and $s/s^{5/3}=s^{-2/3}$ gives the claim.

A density functional that uses $\alpha$ to recognise one-orbital regions will thus see any given corresponding point of positive density as nearly one-orbital once the compression is strong enough, within this model of finitely many orbitals whose shapes $f$ and $g_i$ do not relax. The resemblance is relative to $n^{5/3}$: where $D_1$ is non-zero, the excess itself grows linearly with $s$.

## Densities and indicator for arbitrary orbitals

In Lean 4 with Mathlib:

```lean
import Mathlib

open Filter Topology

namespace CompressedLayer

noncomputable section

variable {ι : Type*} [Fintype ι]
```

The finite type `ι` labels the orbitals. Squared gradients are sums of squared partial derivatives.

```lean
/-- Squared length of the gradient of a function of three Cartesian coordinates. -/
def gradSq (h : ℝ → ℝ → ℝ → ℝ) (x y z : ℝ) : ℝ :=
  deriv (fun t => h t y z) x ^ 2 + deriv (fun t => h x t z) y ^ 2 + deriv (fun t => h x y t) z ^ 2
```

The next two definitions are $n$ and $\tau$. They require neither normalisation nor orthogonality, and no Kohn–Sham equation is imposed.

```lean
/-- Electron density of singly occupied real orbitals. -/
def density (ψ : ι → ℝ → ℝ → ℝ → ℝ) (x y z : ℝ) : ℝ := ∑ i, ψ i x y z ^ 2

/-- Positive kinetic energy density, in atomic units. -/
def kineticDensity (ψ : ι → ℝ → ℝ → ℝ → ℝ) (x y z : ℝ) : ℝ :=
  1 / 2 * ∑ i, gradSq (ψ i) x y z
```

The excess $D$ and the indicator $\alpha$ have their physical meaning where the density is positive, which the theorems about them assume or establish.

```lean
/-- Kinetic energy density minus its von Weizsäcker part, where the density is positive. -/
def pauliExcess (ψ : ι → ℝ → ℝ → ℝ → ℝ) (x y z : ℝ) : ℝ :=
  kineticDensity ψ x y z - gradSq (density ψ) x y z / (8 * density ψ x y z)

/-- The iso-orbital indicator, without its constant prefactor, where the density is positive. -/
def indicator (ψ : ι → ℝ → ℝ → ℝ → ℝ) (x y z : ℝ) : ℝ :=
  pauliExcess ψ x y z / density ψ x y z ^ (5 / 3 : ℝ)
```

## The layer and its in-plane quantities

In `layer` the argument `s` is the compression factor, and `layer 1 f g` is the uncompressed system. The in-plane parts take a pair `(x, y)`.

```lean
/-- Orbitals with a common profile `f` along `z`, compressed by the factor `s > 0`, and with
in-plane parts `g i`. -/
def layer (s : ℝ) (f : ℝ → ℝ) (g : ι → ℝ × ℝ → ℝ) (i : ι) (x y z : ℝ) : ℝ :=
  √s * f (s * z) * g i (x, y)
```

The function $G$ is `planeDensity`, and `dx` and `dy` are the in-plane partial derivatives.

```lean
/-- Density of the in-plane orbital parts. -/
def planeDensity (g : ι → ℝ × ℝ → ℝ) (p : ℝ × ℝ) : ℝ := ∑ i, g i p ^ 2

/-- In-plane partial derivative along `x`. -/
def dx (h : ℝ × ℝ → ℝ) (x y : ℝ) : ℝ := deriv (fun t => h (t, y)) x

/-- In-plane partial derivative along `y`. -/
def dy (h : ℝ × ℝ → ℝ) (x y : ℝ) : ℝ := deriv (fun t => h (x, t)) y
```

The quantity $E$ is `planarExcess`, written with orbital gradients as in the derivation.

```lean
/-- In-plane kinetic energy density minus its von Weizsäcker part, written with the orbital
gradients, where the in-plane density is positive. -/
def planarExcess (g : ι → ℝ × ℝ → ℝ) (x y : ℝ) : ℝ :=
  1 / 2 * ∑ i, (dx (g i) x y ^ 2 + dy (g i) x y ^ 2) -
    ((∑ i, g i (x, y) * dx (g i) x y) ^ 2 + (∑ i, g i (x, y) * dy (g i) x y) ^ 2) /
      (2 * planeDensity g (x, y))
```

## Two derivative rules

The first lemma is the one-variable form of $\nabla G=2\sum_i g_i\nabla g_i$. It applies the product rule to each square and adds the results.

```lean
/-- The slope of a sum of squares of differentiable functions is twice the sum of each function
times its slope. -/
theorem deriv_sum_sq (h : ι → ℝ → ℝ) (x : ℝ) (hh : ∀ i, DifferentiableAt ℝ (h i) x) :
    deriv (fun t => ∑ i, h i t ^ 2) x = 2 * ∑ i, h i x * deriv (h i) x := by
  have key : ∀ i ∈ Finset.univ,
      HasDerivAt (fun t => h i t ^ 2) (2 * (h i x * deriv (h i) x)) x := by
    intro i _
    have h1 := (hh i).hasDerivAt
    simp only [sq]
    exact (h1.fun_mul h1).congr_deriv (by ring)
  rw [(HasDerivAt.fun_sum key).deriv, Finset.mul_sum]
```

The second splits the squared gradient of a product $a(z)k(x,y)$ into $a^2|\nabla k|^2+a'^2k^2$. It serves twice, once for each orbital and once for the density, because both have this form.

```lean
/-- The squared gradient of a product `a(z) k(x,y)`, with `a` differentiable at `z`, is the sum of
an in-plane and a normal part. -/
theorem gradSq_separable {a : ℝ → ℝ} {a' z : ℝ} (k : ℝ × ℝ → ℝ) (x y : ℝ)
    (ha : HasDerivAt a a' z) :
    gradSq (fun x y z => a z * k (x, y)) x y z =
      a z ^ 2 * (dx k x y ^ 2 + dy k x y ^ 2) + a' ^ 2 * k (x, y) ^ 2 := by
  have h1 : deriv (fun t => a z * k (t, y)) x = a z * dx k x y := deriv_const_mul_field _
  have h2 : deriv (fun t => a z * k (x, t)) y = a z * dy k x y := deriv_const_mul_field _
  have h3 : deriv (fun t => a t * k (x, y)) z = a' * k (x, y) := (ha.mul_const _).deriv
  simp only [gradSq]
  rw [h1, h2, h3]
  ring
```

## Factorised density and excess

The formula $n=sf^2G$ follows by taking the common factor out of the sum and using $(\sqrt s)^2=s$.

```lean
/-- For `s ≥ 0` the density of the layer is the profile density `s * f (s * z) ^ 2` times the
in-plane density. -/
theorem density_layer {s : ℝ} (hs : 0 ≤ s) (f : ℝ → ℝ) (g : ι → ℝ × ℝ → ℝ) (x y z : ℝ) :
    density (layer s f g) x y z = s * f (s * z) ^ 2 * planeDensity g (x, y) := by
  simp only [density, layer, planeDensity, Finset.mul_sum]
  refine Finset.sum_congr rfl fun i _ => ?_
  rw [mul_pow, mul_pow, Real.sq_sqrt hs]
```

The next theorem is $D=sf^2E$. The chain rule for $f(sz)$ is `hfz`; `hgi` and `hK` give the two parts of $\tau$; `hgn` gives the squared density gradient; and `hdx` and `hdy` express $\nabla G$ through the orbitals. Positive density makes both $f(sz)$ and $G$ non-zero, so `field_simp` can clear the denominators, and `ring` carries out the cancellation of the normal terms.

```lean
/-- For differentiable orbital parts and positive density, the kinetic energy of the motion along
`z` drops out of the Pauli excess, which is the profile density times the in-plane excess. -/
theorem pauliExcess_layer {s : ℝ} (hs : 0 < s) {f : ℝ → ℝ} (hf : Differentiable ℝ f)
    {g : ι → ℝ × ℝ → ℝ} (hg : ∀ i, Differentiable ℝ (g i)) {x y z : ℝ}
    (hn : 0 < density (layer s f g) x y z) :
    pauliExcess (layer s f g) x y z = s * f (s * z) ^ 2 * planarExcess g x y := by
  have hsq : √s ^ 2 = s := Real.sq_sqrt hs.le
  have hfz : HasDerivAt (fun t => f (s * t)) (deriv f (s * z) * s) z := by
    have h1 : HasDerivAt (fun t : ℝ => s * t) s z := by
      simpa using (hasDerivAt_id z).const_mul s
    have h2 : HasDerivAt f (deriv f (s * z)) ((fun t : ℝ => s * t) z) := (hf (s * z)).hasDerivAt
    exact h2.comp z h1
  -- kinetic energy density: in-plane part plus normal part
  have hgi : ∀ i, gradSq (layer s f g i) x y z =
      s * f (s * z) ^ 2 * (dx (g i) x y ^ 2 + dy (g i) x y ^ 2) +
        s ^ 3 * deriv f (s * z) ^ 2 * g i (x, y) ^ 2 := by
    intro i
    have h : gradSq (layer s f g i) x y z =
        (√s * f (s * z)) ^ 2 * (dx (g i) x y ^ 2 + dy (g i) x y ^ 2) +
          (√s * (deriv f (s * z) * s)) ^ 2 * g i (x, y) ^ 2 :=
      gradSq_separable (a := fun t => √s * f (s * t)) (g i) x y (hfz.const_mul (√s))
    rw [h]
    simp only [mul_pow, hsq]
    ring
  have hK : kineticDensity (layer s f g) x y z =
      1 / 2 * (s * f (s * z) ^ 2 * ∑ i, (dx (g i) x y ^ 2 + dy (g i) x y ^ 2) +
        s ^ 3 * deriv f (s * z) ^ 2 * planeDensity g (x, y)) := by
    unfold kineticDensity planeDensity
    rw [Finset.sum_congr rfl (fun i _ => hgi i), Finset.sum_add_distrib, ← Finset.mul_sum,
      ← Finset.mul_sum]
  -- gradient of the density
  have hq : HasDerivAt (fun t => s * f (s * t) ^ 2)
      (s * (2 * f (s * z) * (deriv f (s * z) * s))) z := by
    simp only [sq]
    exact ((hfz.fun_mul hfz).const_mul s).congr_deriv (by ring)
  have hfun : density (layer s f g) =
      fun x y z => s * f (s * z) ^ 2 * planeDensity g (x, y) := by
    funext x y z
    exact density_layer hs.le f g x y z
  have hgn : gradSq (density (layer s f g)) x y z =
      (s * f (s * z) ^ 2) ^ 2 * (dx (planeDensity g) x y ^ 2 + dy (planeDensity g) x y ^ 2) +
        (s * (2 * f (s * z) * (deriv f (s * z) * s))) ^ 2 * planeDensity g (x, y) ^ 2 := by
    rw [hfun]
    exact gradSq_separable (a := fun t => s * f (s * t) ^ 2) (planeDensity g) x y hq
  have hdx : dx (planeDensity g) x y = 2 * ∑ i, g i (x, y) * dx (g i) x y :=
    deriv_sum_sq (fun i t => g i (t, y)) x fun i =>
      DifferentiableAt.comp (f := fun t : ℝ => (t, y)) x (hg i (x, y)) (by fun_prop)
  have hdy : dy (planeDensity g) x y = 2 * ∑ i, g i (x, y) * dy (g i) x y :=
    deriv_sum_sq (fun i t => g i (x, t)) y fun i =>
      DifferentiableAt.comp (f := fun t : ℝ => (x, t)) y (hg i (x, y)) (by fun_prop)
  have hne := hn.ne'
  rw [density_layer hs.le] at hne
  have hf0 : f (s * z) ≠ 0 := fun h => hne (by rw [h]; ring)
  have hG : planeDensity g (x, y) ≠ 0 := fun h => hne (by rw [h]; ring)
  -- the normal parts cancel
  unfold pauliExcess planarExcess
  rw [hK, hgn, density_layer hs.le, hdx, hdy]
  field_simp
  ring
```

## Scaling at corresponding points

Substituting $z=u/s$ in the factorised formulas gives $n_s=s\,n_1$ and $D_s=s\,D_1$.

```lean
/-- At corresponding points the density of the layer compressed by `s > 0` is `s` times the original
one. -/
theorem density_compress {s : ℝ} (hs : 0 < s) (f : ℝ → ℝ) (g : ι → ℝ × ℝ → ℝ) (x y u : ℝ) :
    density (layer s f g) x y (u / s) = s * density (layer 1 f g) x y u := by
  rw [density_layer hs.le, density_layer zero_le_one, mul_div_cancel₀ u hs.ne', one_mul u]
  ring

/-- For differentiable orbital parts and positive density, compression by `s > 0` multiplies the
Pauli excess at corresponding points by `s`. -/
theorem pauliExcess_compress {s : ℝ} (hs : 0 < s) {f : ℝ → ℝ} (hf : Differentiable ℝ f)
    {g : ι → ℝ × ℝ → ℝ} (hg : ∀ i, Differentiable ℝ (g i)) {x y u : ℝ}
    (hn : 0 < density (layer 1 f g) x y u) :
    pauliExcess (layer s f g) x y (u / s) = s * pauliExcess (layer 1 f g) x y u := by
  have hn' : 0 < density (layer s f g) x y (u / s) := by
    rw [density_compress hs]
    exact mul_pos hs hn
  rw [pauliExcess_layer hs hf hg hn', pauliExcess_layer one_pos hf hg hn,
    mul_div_cancel₀ u hs.ne', one_mul u]
  ring
```

The main theorem returns both the positivity of the compressed density and the scaling of the indicator. In its proof `hp` is the exponent rule $s^{-2/3}s^{5/3}=s$, `Real.mul_rpow` splits $(s\,n_1)^{5/3}$, and `alg` cancels the common factor $s^{5/3}$.

```lean
/-- For differentiable orbital parts and compression by `s > 0`, where the original density is
positive, so is the compressed one at the corresponding point, and the indicator there is `s^(-2/3)`
times its original value. -/
theorem indicator_compress {s : ℝ} (hs : 0 < s) {f : ℝ → ℝ} (hf : Differentiable ℝ f)
    {g : ι → ℝ × ℝ → ℝ} (hg : ∀ i, Differentiable ℝ (g i)) {x y u : ℝ}
    (hn : 0 < density (layer 1 f g) x y u) :
    0 < density (layer s f g) x y (u / s) ∧
      indicator (layer s f g) x y (u / s) =
        s ^ (-(2 / 3) : ℝ) * indicator (layer 1 f g) x y u := by
  refine ⟨by rw [density_compress hs]; exact mul_pos hs hn, ?_⟩
  have hp : s ^ (-(2 / 3) : ℝ) * s ^ (5 / 3 : ℝ) = s := by
    rw [← Real.rpow_add hs]
    norm_num
  have alg : ∀ P A E N : ℝ, A ≠ 0 → N ≠ 0 → P * A * E / (A * N) = P * (E / N) := by
    intro P A E N hA hN
    field_simp
  have h := alg (s ^ (-(2 / 3) : ℝ)) (s ^ (5 / 3 : ℝ)) (pauliExcess (layer 1 f g) x y u)
    (density (layer 1 f g) x y u ^ (5 / 3 : ℝ)) (Real.rpow_pos_of_pos hs _).ne'
    (Real.rpow_pos_of_pos hn _).ne'
  rw [hp] at h
  unfold indicator
  rw [pauliExcess_compress hs hf hg hn, density_compress hs, Real.mul_rpow hs.le hn.le]
  exact h
```

## Small relative to $n^{5/3}$

Let the uncompressed density be positive at $(x,y,u)$. For every $\varepsilon>0$ the inequality $|D_s|<\varepsilon\,n_s^{5/3}$ holds at $(x,y,u/s)$ once $s$ is large enough; this is the meaning of `∀ᶠ s in atTop`. The threshold may depend on the chosen point as well as on $\varepsilon$. The proof uses $s^{-2/3}\to0$ and then multiplies the resulting bound on $|\alpha_s|$ by the positive number $n_s^{5/3}$.

```lean
/-- For differentiable orbital parts and positive original density, under strong compression the
Pauli excess at the corresponding point becomes smaller in magnitude than any given positive
multiple of `n^(5/3)` there. -/
theorem excess_negligible {f : ℝ → ℝ} (hf : Differentiable ℝ f)
    {g : ι → ℝ × ℝ → ℝ} (hg : ∀ i, Differentiable ℝ (g i)) {x y u : ℝ}
    (hn : 0 < density (layer 1 f g) x y u) {ε : ℝ} (hε : 0 < ε) :
    ∀ᶠ s in atTop, |pauliExcess (layer s f g) x y (u / s)| <
      ε * density (layer s f g) x y (u / s) ^ (5 / 3 : ℝ) := by
  have h0 : Tendsto (fun s : ℝ => s ^ (-(2 / 3) : ℝ)) atTop (𝓝 0) :=
    tendsto_rpow_neg_atTop (by norm_num)
  have ht : Tendsto (fun s : ℝ => |s ^ (-(2 / 3) : ℝ) * indicator (layer 1 f g) x y u|)
      atTop (𝓝 0) := by
    have h1 := (h0.mul_const (indicator (layer 1 f g) x y u)).abs
    rwa [zero_mul, abs_zero] at h1
  filter_upwards [(tendsto_order.1 ht).2 ε hε, eventually_gt_atTop 0] with s h1 hs
  obtain ⟨hpos, heq⟩ := indicator_compress hs hf hg hn
  have hN := Real.rpow_pos_of_pos hpos (5 / 3 : ℝ)
  rw [← heq, indicator, abs_div, abs_of_pos hN, div_lt_iff₀ hN] at h1
  exact h1
```

## A Gaussian layer with two orbitals

An s-like and a p-like in-plane function show that the indicator can stay non-zero at every finite compression.

```lean
/-- Two in-plane orbital parts: a Gaussian, and the same Gaussian times `x`. -/
def gaussPair : Fin 2 → ℝ × ℝ → ℝ :=
  ![fun p => Real.exp (-(p.1 ^ 2 + p.2 ^ 2)), fun p => p.1 * Real.exp (-(p.1 ^ 2 + p.2 ^ 2))]
```

At the origin with $s=1$ the first function has value 1 and zero gradient, while the second has value 0 and slope 1 along $x$. Hence $n_1=1$ and $E=\tfrac12$, and the scaling theorem gives $\alpha_s=s^{-2/3}/2$. The proof computes these slopes in `a0`, `b0`, `a1` and `b1`, and the excess in `hP`.

These orbitals are not normalised. Normalising both multiplies the density at the origin by $(2/\pi)^{3/2}$ and changes the excess at $s=1$ to $2(2/\pi)^{3/2}$, so the indicator becomes $\pi s^{-2/3}$.

```lean
/-- For the two-orbital Gaussian layer with profile `exp(-z²)`, compressed by `s > 0`, the indicator
at the origin equals `s^(-2/3)/2`. -/
theorem indicator_gaussPair {s : ℝ} (hs : 0 < s) :
    indicator (layer s (fun z => Real.exp (-z ^ 2)) gaussPair) 0 0 0 =
      s ^ (-(2 / 3) : ℝ) / 2 := by
  have hf : Differentiable ℝ (fun z : ℝ => Real.exp (-z ^ 2)) := by fun_prop
  have hg : ∀ i, Differentiable ℝ (gaussPair i) := by
    refine Fin.forall_fin_two.2 ⟨?_, ?_⟩
    · change Differentiable ℝ (fun p : ℝ × ℝ => Real.exp (-(p.1 ^ 2 + p.2 ^ 2)))
      fun_prop
    · change Differentiable ℝ (fun p : ℝ × ℝ => p.1 * Real.exp (-(p.1 ^ 2 + p.2 ^ 2)))
      fun_prop
  -- slopes of the two orbital parts at the origin
  have ex : HasDerivAt (fun t : ℝ => Real.exp (-(t ^ 2 + (0 : ℝ) ^ 2))) 0 0 :=
    (((hasDerivAt_pow 2 (0 : ℝ)).add_const ((0 : ℝ) ^ 2)).fun_neg.exp).congr_deriv (by simp)
  have ey : HasDerivAt (fun t : ℝ => Real.exp (-((0 : ℝ) ^ 2 + t ^ 2))) 0 0 :=
    (((hasDerivAt_pow 2 (0 : ℝ)).const_add ((0 : ℝ) ^ 2)).fun_neg.exp).congr_deriv (by simp)
  have a0 : dx (gaussPair 0) 0 0 = 0 := ex.deriv
  have b0 : dy (gaussPair 0) 0 0 = 0 := ey.deriv
  have a1 : dx (gaussPair 1) 0 0 = 1 :=
    (((hasDerivAt_id' (0 : ℝ)).fun_mul ex).congr_deriv (by simp)).deriv
  have b1 : dy (gaussPair 1) 0 0 = 0 :=
    ((ey.const_mul (0 : ℝ)).congr_deriv (by simp)).deriv
  have v1 : gaussPair 1 (0, 0) = 0 := by simp [gaussPair]
  have hd : density (layer 1 (fun z => Real.exp (-z ^ 2)) gaussPair) 0 0 0 = 1 := by
    rw [density_layer zero_le_one]
    simp [planeDensity, gaussPair, Fin.sum_univ_two]
  have hn : 0 < density (layer 1 (fun z => Real.exp (-z ^ 2)) gaussPair) 0 0 0 := by
    rw [hd]
    exact one_pos
  have hP : planarExcess gaussPair 0 0 = 1 / 2 := by
    simp only [planarExcess, Fin.sum_univ_two, a0, b0, a1, b1, v1]
    norm_num
  have h := (indicator_compress hs hf hg hn).2
  rw [zero_div] at h
  rw [h, indicator, hd, pauliExcess_layer one_pos hf hg hn, hP]
  norm_num
  ring

end

end CompressedLayer
```

```lean
#print axioms CompressedLayer.indicator_compress
#print axioms CompressedLayer.excess_negligible
#print axioms CompressedLayer.indicator_gaussPair
```

```
'CompressedLayer.indicator_compress' depends on axioms: [propext, Classical.choice, Quot.sound]
'CompressedLayer.excess_negligible' depends on axioms: [propext, Classical.choice, Quot.sound]
'CompressedLayer.indicator_gaussPair' depends on axioms: [propext, Classical.choice, Quot.sound]
```

## Other powers of the density

The same two scaling relations give, for any real exponent $p$ and wherever $n_1>0$,

$$\frac{D_s}{n_s^{\,p}}=s^{1-p}\,\frac{D_1}{n_1^{\,p}}$$

at corresponding points. For $p=1$ the ratio does not change: the Pauli excess per electron is the same at every compression. For $p=2$ the ratio falls as $1/s$. The kinetic energy density of a two-dimensional uniform gas also goes as the square of a density, but that is the number of electrons per area, which this compression leaves unchanged, whereas $n$ here is the number per volume.
